# Over a radial interval, $c(Q\dot P-P\dot Q)$ of a scalar-relativistic solution changes by its norm integral

A radial solution is treated here as a member of a family in the energy: $P(r,E)$ and $Q(r,E)$ are real functions of two real variables, jointly twice continuously differentiable, and they solve the radial equations for all energies near the one of interest. The dot in $\dot P=\partial P/\partial E$ and $\dot Q=\partial Q/\partial E$ is then an actual derivative, and the inhomogeneous equations for $\dot P$ and $\dot Q$ are derived, not assumed.

The LAPW method builds its basis functions inside an atomic sphere from a radial solution and its energy derivative. For a fixed spherical potential without spin-orbit coupling, and on an interval $[a,R]$ with $a>0$, the identity below ties the Wronskian of these two functions to the norm, which gives a consistency test for a radial solver.

In Lean 4 with Mathlib:

```lean
import Mathlib

open Filter Topology Set

noncomputable section

namespace ScalarRelativisticRadial
```

## Mass factor, coupling and norm weight

In atomic units, with $c$ the speed of light, $V(r)$ the potential and $E$ the energy without the rest energy, the mass factor is
$$M(r,E)=1+\frac{E-V(r)}{2c^2}.$$

```lean
/-- The relativistic mass factor `M = 1 + (E - V) / (2 c²)`, for `c ≠ 0`. -/
def mass (c : ℝ) (V : ℝ → ℝ) (r E : ℝ) : ℝ := 1 + (E - V r) / (2 * c ^ 2)
```

For angular momentum $l$, a natural number, the coefficient of $P$ in the equation for $Q$ is
$$\kappa(r,E)=\frac{l(l+1)}{2Mcr^2}+\frac{V-E}{c}.$$

```lean
/-- The coefficient of `P` in the equation for `Q`: centrifugal term plus `(V - E) / c`,
for nonzero `c`, `r` and `M`. -/
def coupling (c : ℝ) (l : ℕ) (V : ℝ → ℝ) (r E : ℝ) : ℝ :=
  (l * (l + 1) : ℝ) / (2 * mass c V r E * c * r ^ 2) + (V r - E) / c
```

The norm density will turn out to be $wP^2+Q^2$, with the weight
$$w(r,E)=1+\frac{l(l+1)}{(2Mcr)^2}.$$
The centrifugal part of $w$ and the term $Q^2$ stand for the angular and radial parts of the small component.

```lean
/-- The weight `1 + l(l+1) / (2Mcr)²` of `P²` in the norm, for nonzero `c`, `r` and `M`. -/
def weight (c : ℝ) (l : ℕ) (V : ℝ → ℝ) (r E : ℝ) : ℝ :=
  1 + (l * (l + 1) : ℝ) / (2 * mass c V r E * c * r) ^ 2
```

## The radial equations for a family of energies

The scalar-relativistic equations, with a prime for the radial derivative, are
$$P'=2McQ+\frac Pr,\qquad Q'=-\frac Qr+\kappa P.$$

```lean
/-- The scalar-relativistic radial equations at radius `r ≠ 0` and energy `E`,
for nonzero `c` and `M`. -/
def RadialEq (c : ℝ) (l : ℕ) (V : ℝ → ℝ) (P Q : ℝ → ℝ → ℝ) (r E : ℝ) : Prop :=
  HasDerivAt (fun s => P s E) (2 * mass c V r E * c * Q r E + P r E / r) r ∧
  HasDerivAt (fun s => Q s E) (-Q r E / r + coupling c l V r E * P r E) r
```

`RadialEq` states them at one radius and one energy. `HasDerivAt` says both that the derivative exists and what it is.

The hypothesis on the family combines joint $C^2$ regularity at $(r,E)$ with these equations at $r$ for all energies $\varepsilon$ near $E$.

```lean
/-- `P` and `Q` are jointly C² at `(r, E)` and solve the radial equations at `r`
for all energies near `E`. -/
structure SolutionFamilyAt (c : ℝ) (l : ℕ) (V : ℝ → ℝ) (P Q : ℝ → ℝ → ℝ) (r E : ℝ) :
    Prop where
  smoothP : ContDiffAt ℝ 2 (fun x : ℝ × ℝ => P x.1 x.2) (r, E)
  smoothQ : ContDiffAt ℝ 2 (fun x : ℝ × ℝ => Q x.1 x.2) (r, E)
  eqs : ∀ᶠ ε in 𝓝 E, RadialEq c l V P Q r ε
```

The quantifier `∀ᶠ ε in 𝓝 E` means "for all $\varepsilon$ in some neighbourhood of $E$", and the neighbourhood may depend on $r$. The regularity restricts the potential as well: for a nonzero solution, a kink of $V$ inside the interval would show up in the second radial derivatives, so such potentials are not covered.

The energy derivative at fixed radius is $\dot F(r,E)=\partial F/\partial E$.

```lean
/-- The energy derivative of a radial function, where it exists. -/
def energyDeriv (F : ℝ → ℝ → ℝ) (r E : ℝ) : ℝ := deriv (fun ε => F r ε) E
```

The Wronskian of the solution and its energy derivative is
$$W=Q\dot P-P\dot Q.$$

```lean
/-- The Wronskian `Q Ṗ - P Q̇` of a solution and its energy derivative. -/
def wronskian (P Q : ℝ → ℝ → ℝ) (r E : ℝ) : ℝ :=
  Q r E * energyDeriv P r E - P r E * energyDeriv Q r E
```

## Exchanging the radial and energy derivatives

A jointly $C^2$ function $F(r,E)$ is differentiable along the line of fixed $r$, so $\dot F$ exists.

```lean
variable {c a R r E : ℝ} {l : ℕ} {V : ℝ → ℝ} {P Q F : ℝ → ℝ → ℝ}

/-- A jointly C² radial function is differentiable in the energy. -/
theorem hasDerivAt_energy (hF : ContDiffAt ℝ 2 (fun x : ℝ × ℝ => F x.1 x.2) (r, E)) :
    HasDerivAt (fun ε => F r ε) (energyDeriv F r E) E := by
  have hp : HasDerivAt (fun ε : ℝ => (r, ε)) ((0 : ℝ), (1 : ℝ)) E :=
    (hasDerivAt_const E r).prodMk (hasDerivAt_id' E)
  have hd := (hF.differentiableAt (by norm_num)).hasFDerivAt
  exact (hd.comp_hasDerivAt E hp).differentiableAt.hasDerivAt
```

This lemma is needed because `deriv` returns zero for a function that has no derivative; joint smoothness guarantees that `energyDeriv` is the true one.

Now let $D$ be the first derivative of $F$, a linear form at each point, and let $D'$ denote the full derivative of $D$ at the point $\gamma(s)$ of the curve below. Along a curve $\gamma(s)$ with velocity $u$, and for a fixed vector $v$, the chain rule gives
$$\frac{d}{ds}\,D(\gamma(s))\,v=D'(u)\,v.$$

```lean
/-- The chain rule for a field of linear forms `D` along a curve `γ`, evaluated on a fixed
vector `v`. -/
theorem hasDerivAt_along {W : Type*} [NormedAddCommGroup W] [NormedSpace ℝ W]
    {D : W → W →L[ℝ] ℝ} {D' : W →L[ℝ] W →L[ℝ] ℝ} {γ : ℝ → W} {u : W} {x : ℝ}
    (hD : HasFDerivAt D D' (γ x)) (hγ : HasDerivAt γ u x) (v : W) :
    HasDerivAt (fun s => D (γ s) v) (D' u v) x :=
  ((hD.comp_hasDerivAt x hγ).clm_apply (hasDerivAt_const x v)).congr_deriv (by simp)
```

Suppose that $\partial_rF(r,\varepsilon)=G(\varepsilon)$ for $\varepsilon$ near $E$, and that $G$ has the energy derivative $G'(E)$ at $E$. Symmetry of the second derivative then gives
$$\partial_r\dot F=\partial_r\partial_EF=\partial_E\partial_rF=G'(E).$$

```lean
/-- The radial slope of the energy derivative is the energy derivative of the radial
slope `G`. -/
theorem exchange_derivatives {G : ℝ → ℝ} {G' : ℝ}
    (hF : ContDiffAt ℝ 2 (fun x : ℝ × ℝ => F x.1 x.2) (r, E))
    (hr : ∀ᶠ ε in 𝓝 E, HasDerivAt (fun s => F s ε) (G ε) r) (hG : HasDerivAt G G' E) :
    HasDerivAt (fun s => energyDeriv F s E) G' r := by
  have h1 : ∀ s e : ℝ, HasDerivAt (fun t : ℝ => (t, e)) ((1 : ℝ), (0 : ℝ)) s :=
    fun s e => (hasDerivAt_id' s).prodMk (hasDerivAt_const s e)
  have h2 : ∀ s e : ℝ, HasDerivAt (fun t : ℝ => (s, t)) ((0 : ℝ), (1 : ℝ)) e :=
    fun s e => (hasDerivAt_const e s).prodMk (hasDerivAt_id' e)
  -- first and second derivatives of the joint function
  obtain ⟨D, hev, D', hD⟩ : ∃ D : ℝ × ℝ → ℝ × ℝ →L[ℝ] ℝ,
      (∀ᶠ y in 𝓝 (r, E), HasFDerivAt (fun x : ℝ × ℝ => F x.1 x.2) (D y) y) ∧
      ∃ D' : ℝ × ℝ →L[ℝ] ℝ × ℝ →L[ℝ] ℝ, HasFDerivAt D D' (r, E) :=
    ⟨fderiv ℝ (fun x : ℝ × ℝ => F x.1 x.2), (hF.eventually (by simp)).mono
      fun y hy => (hy.differentiableAt (by norm_num)).hasFDerivAt, _,
      ((hF.fderiv_right (m := 1) (by norm_num)).differentiableAt (by norm_num)).hasFDerivAt⟩
  have hA := hasDerivAt_along (γ := fun t => (t, E)) hD (h1 r E) (0, 1)
  have hB := hasDerivAt_along (γ := fun t => (r, t)) hD (h2 r E) (1, 0)
  have eA : (fun s => energyDeriv F s E) =ᶠ[𝓝 r] fun s => D (s, E) (0, 1) := by
    filter_upwards [(h1 r E).continuousAt.tendsto.eventually hev] with s hs
    have h : HasDerivAt (fun ε => F s ε) (D (s, E) (0, 1)) E :=
      hs.comp_hasDerivAt E (h2 s E)
    exact h.deriv
  have eB : G =ᶠ[𝓝 E] fun ε => D (r, ε) (1, 0) := by
    filter_upwards [(h2 r E).continuousAt.tendsto.eventually hev, hr] with ε hε h'
    have hd : HasFDerivAt (fun x : ℝ × ℝ => F x.1 x.2) (D (r, ε)) (r, ε) := hε
    have h := hd.comp_hasDerivAt r (h1 r ε)
    exact h'.unique h
  -- symmetry of the second derivative
  have hs : G' = D' (1, 0) (0, 1) :=
    (hG.unique (hB.congr_of_eventuallyEq eB)).trans
      (second_derivative_symmetric_of_eventually hev hD (0, 1) (1, 0))
  rw [hs]
  exact hA.congr_of_eventuallyEq eA
```

In the proof, `hA` differentiates the energy component of $D$ in the radius, and `hB` differentiates the radial component in the energy. The facts `eA` and `eB` identify these components with $\dot F$ and $G$ near the point, and `second_derivative_symmetric_of_eventually` equates the two mixed derivatives.

## Energy derivatives of the coefficients

The mass factor is linear in the energy:
$$\frac{\partial M}{\partial E}=\frac1{2c^2}.$$

```lean
/-- The mass factor grows with energy at the rate `1 / (2 c²)`. -/
theorem hasDerivAt_mass (c : ℝ) (V : ℝ → ℝ) (r E : ℝ) :
    HasDerivAt (fun ε => mass c V r ε) (1 / (2 * c ^ 2)) E :=
  (((hasDerivAt_id' E).sub_const (V r)).div_const (2 * c ^ 2)).const_add 1
```

For the coupling, the quotient rule gives
$$\frac{\partial\kappa}{\partial E}=-\frac{l(l+1)}{2M^2cr^2}\cdot\frac1{2c^2}-\frac1c
=-\frac1c\left(\frac{l(l+1)}{(2Mcr)^2}+1\right)=-\frac wc.$$

```lean
/-- The energy derivative of the coupling coefficient is minus the norm weight over `c`. -/
theorem hasDerivAt_coupling (l : ℕ) (hc : 0 < c) (hr : 0 < r) (hM : mass c V r E ≠ 0) :
    HasDerivAt (fun ε => coupling c l V r ε) (-weight c l V r E / c) E := by
  have hden := (((hasDerivAt_mass c V r E).const_mul 2).mul_const c).mul_const (r ^ 2)
  have hne : 2 * mass c V r E * c * r ^ 2 ≠ 0 := by simp [hM, hc.ne', hr.ne']
  have h := ((hasDerivAt_const E (l * (l + 1) : ℝ)).fun_div hden hne).fun_add
    (((hasDerivAt_id' E).const_sub (V r)).div_const c)
  refine h.congr_deriv ?_
  unfold weight
  field_simp
  ring
```

The 1 in the norm weight comes from the term $(V-E)/c$, and the centrifugal part of the weight comes from the energy dependence of the mass. The division requires $M\neq0$, that is, $E-V\neq-2c^2$. At the usual valence energies in an attractive potential, $M$ is positive.

## The sourced equations

Differentiating the right-hand sides of the radial equations in $E$ and exchanging the derivatives gives
$$\dot P'=2Mc\dot Q+\frac{\dot P}r+\frac Qc,\qquad
\dot Q'=-\frac{\dot Q}r+\kappa\dot P-\frac{w}{c}P.$$
The source in the first equation is $2c\,(\partial M/\partial E)\,Q=Q/c$, and the source in the second is $(\partial\kappa/\partial E)\,P=-wP/c$.

```lean
/-- The energy derivatives obey the same radial system with the sources `Q / c` and
`-(1 + l(l+1)/(2Mcr)²) P / c`. -/
theorem energyDeriv_equations (hc : 0 < c) (hr : 0 < r) (hM : mass c V r E ≠ 0)
    (h : SolutionFamilyAt c l V P Q r E) :
    HasDerivAt (fun s => energyDeriv P s E)
      (2 * mass c V r E * c * energyDeriv Q r E + energyDeriv P r E / r + Q r E / c) r ∧
    HasDerivAt (fun s => energyDeriv Q s E)
      (-energyDeriv Q r E / r + coupling c l V r E * energyDeriv P r E
        - weight c l V r E * P r E / c) r := by
  have hP := hasDerivAt_energy h.smoothP
  have hQ := hasDerivAt_energy h.smoothQ
  constructor
  · refine exchange_derivatives h.smoothP (h.eqs.mono fun ε hε => hε.1) ?_
    refine (((((hasDerivAt_mass c V r E).const_mul 2).mul_const c).fun_mul hQ).fun_add
      (hP.div_const r)).congr_deriv ?_
    have hs : 2 * (1 / (2 * c ^ 2)) * c = 1 / c := by field_simp
    linear_combination Q r E * hs
  · refine exchange_derivatives h.smoothQ (h.eqs.mono fun ε hε => hε.2) ?_
    refine ((hQ.fun_neg.div_const r).fun_add
      ((hasDerivAt_coupling l hc hr hM).fun_mul hP)).congr_deriv ?_
    ring
```

Each half applies `exchange_derivatives` and then the product rule. The closing `linear_combination` and `ring` collect the terms in the order shown above.

## The Wronskian's slope is the norm density

The product rule gives $W'=Q'\dot P+Q\dot P'-P'\dot Q-P\dot Q'$. Inserting the four equations,
$$\begin{aligned}
W'={}&\left(-\frac Qr+\kappa P\right)\dot P+Q\left(2Mc\dot Q+\frac{\dot P}r+\frac Qc\right)\\
&-\left(2McQ+\frac Pr\right)\dot Q-P\left(-\frac{\dot Q}r+\kappa\dot P-\frac{w}{c}P\right).
\end{aligned}$$
The terms in $Q\dot P/r$, $P\dot Q/r$, $\kappa P\dot P$ and $2McQ\dot Q$ cancel in pairs. What remains comes from the sources:
$$cW'=wP^2+Q^2.$$

```lean
/-- The radial derivative of `c (Q Ṗ - P Q̇)` is `P² (1 + l(l+1)/(2Mcr)²) + Q²`. -/
theorem hasDerivAt_wronskian (hc : 0 < c) (hr : 0 < r) (hM : mass c V r E ≠ 0)
    (h : SolutionFamilyAt c l V P Q r E) :
    HasDerivAt (fun s => c * wronskian P Q s E)
      (P r E ^ 2 * weight c l V r E + Q r E ^ 2) r := by
  obtain ⟨hP, hQ⟩ := h.eqs.self_of_nhds
  obtain ⟨hP', hQ'⟩ := energyDeriv_equations hc hr hM h
  refine (((hQ.fun_mul hP').fun_sub (hP.fun_mul hQ')).const_mul c).congr_deriv ?_
  have hcc : c * (1 / c) = 1 := by field_simp
  linear_combination (P r E ^ 2 * weight c l V r E + Q r E ^ 2) * hcc
```

The proof takes the homogeneous equations at $E$ itself from `h.eqs.self_of_nhds` and the sourced ones from `energyDeriv_equations`. The final `linear_combination` performs the cancellation.

## Integration from $a$ to $R$

Let $c>0$ and $0<a\le R$, let $V$ be continuous on $[a,R]$, and let $M(r,E)\neq0$ there. If the family hypothesis holds at every $r\in[a,R]$, the fundamental theorem of calculus gives
$$cW(R,E)-cW(a,E)=\int_a^R\left(wP^2+Q^2\right)dr.$$

```lean
/-- The change of `c (Q Ṗ - P Q̇)` over `[a, R]` is the integral of
`P² (1 + l(l+1)/(2Mcr)²) + Q²`. -/
theorem wronskian_eq_norm (hc : 0 < c) (ha : 0 < a) (haR : a ≤ R)
    (hV : ContinuousOn V (Icc a R)) (hM : ∀ r ∈ Icc a R, mass c V r E ≠ 0)
    (h : ∀ r ∈ Icc a R, SolutionFamilyAt c l V P Q r E) :
    c * wronskian P Q R E - c * wronskian P Q a E =
      ∫ r in a..R, (P r E ^ 2 * weight c l V r E + Q r E ^ 2) := by
  -- the norm density is continuous, hence integrable
  have hP : ContinuousOn (fun r => P r E) (Icc a R) := fun r hr =>
    (h r hr).eqs.self_of_nhds.1.continuousAt.continuousWithinAt
  have hQ : ContinuousOn (fun r => Q r E) (Icc a R) := fun r hr =>
    (h r hr).eqs.self_of_nhds.2.continuousAt.continuousWithinAt
  have hm : ContinuousOn (fun r => mass c V r E) (Icc a R) :=
    continuousOn_const.add ((continuousOn_const.sub hV).div_const _)
  have hw : ContinuousOn (fun r => weight c l V r E) (Icc a R) := by
    refine continuousOn_const.add (continuousOn_const.div
      ((((continuousOn_const.mul hm).mul continuousOn_const).mul continuousOn_id).pow 2) ?_)
    intro r hr
    exact pow_ne_zero 2 (mul_ne_zero (mul_ne_zero (mul_ne_zero two_ne_zero (hM r hr)) hc.ne')
      (ha.trans_le hr.1).ne')
  symm
  apply intervalIntegral.integral_eq_sub_of_hasDerivAt (f := fun s => c * wronskian P Q s E)
  · intro r hr
    rw [uIcc_of_le haR] at hr
    exact hasDerivAt_wronskian hc (ha.trans_le hr.1) (hM r hr) (h r hr)
  · apply ContinuousOn.intervalIntegrable
    rw [uIcc_of_le haR]
    exact ((hP.pow 2).mul hw).add (hQ.pow 2)
```

The first half of the proof establishes continuity of the density: $P$ and $Q$ are continuous because they are differentiable, and $w$ is continuous because $V$ is continuous and its denominator does not vanish. Integrability follows. The theorem requires no normalisation of the solution. It keeps the boundary term at $a$ and does not take the limit to the nucleus.

## The energy slope of $Q/P$ at the outer radius

By the first radial equation, $P'/P=2McQ/P+1/R$ at $R$, so at a given energy the ratio $Q/P$ fixes the logarithmic derivative of $P$ there. If $P(R,E)\neq0$, the quotient rule gives
$$\frac{\partial}{\partial E}\frac{Q(R,E)}{P(R,E)}=\frac{\dot QP-Q\dot P}{P^2}=-\frac{W(R,E)}{P(R,E)^2}.$$
If also $W(a,E)=0$, the integral identity turns this into
$$\frac{\partial}{\partial E}\frac{Q(R,E)}{P(R,E)}=-\frac{1}{c\,P(R,E)^2}\int_a^R\left(wP^2+Q^2\right)dr.$$
The condition at $a$ holds, for example, when an outward integration starts there from values of $P$ and $Q$ that do not depend on the energy. A solution continued from the nucleus generally has $W(a,E)\neq0$, and its boundary term must then be kept.

```lean
/-- If the Wronskian vanishes at `a`, the energy derivative of `Q / P` at `R` is minus the norm
integral over `[a, R]` divided by `c P(R)²`. -/
theorem hasDerivAt_ratio (hc : 0 < c) (ha : 0 < a) (haR : a ≤ R)
    (hV : ContinuousOn V (Icc a R)) (hM : ∀ r ∈ Icc a R, mass c V r E ≠ 0)
    (h : ∀ r ∈ Icc a R, SolutionFamilyAt c l V P Q r E)
    (h0 : wronskian P Q a E = 0) (hPR : P R E ≠ 0) :
    HasDerivAt (fun ε => Q R ε / P R ε)
      (-(∫ r in a..R, (P r E ^ 2 * weight c l V r E + Q r E ^ 2)) / (c * P R E ^ 2)) E := by
  have hR := h R ⟨haR, le_rfl⟩
  refine ((hasDerivAt_energy hR.smoothQ).fun_div (hasDerivAt_energy hR.smoothP)
    hPR).congr_deriv ?_
  rw [← wronskian_eq_norm hc ha haR hV hM h, h0, mul_zero, sub_zero]
  unfold wronskian
  field_simp
  ring

end ScalarRelativisticRadial
```

```lean
#print axioms ScalarRelativisticRadial.wronskian_eq_norm
#print axioms ScalarRelativisticRadial.hasDerivAt_ratio
```

```
'ScalarRelativisticRadial.wronskian_eq_norm' depends on axioms: [propext, Classical.choice, Quot.sound]
'ScalarRelativisticRadial.hasDerivAt_ratio' depends on axioms: [propext, Classical.choice, Quot.sound]
```

## Without the condition at $a$, the slope formula fails

Take $l=0$, $V=0$, $E>0$ and $a<R$, and put $k=\sqrt{2ME}$ with $M=1+E/(2c^2)$. The functions
$$P(r,E)=\cos k(r-R)+\frac{\sin k(r-R)}{kR},\qquad Q=\frac{P'-P/r}{2Mc}$$
solve the radial equations. The first holds by the definition of $Q$. For the second, $P''=-k^2P$ gives
$$(rQ)'=\frac{rP''}{2Mc}=-\frac Ec\,rP,$$
which is $Q'=-Q/r-EP/c$.

At the outer radius $P(R,E)=1$ and $P'(R,E)=1/R$, so $Q(R,E)=0$ for every $E>0$. The ratio $Q/P$ at $R$ is therefore constant in the energy and has slope zero, while the norm integral over $[a,R]$ is positive. Every hypothesis of `hasDerivAt_ratio` holds except `h0`: since $W(R,E)=0$, the integral identity makes $cW(a,E)$ equal to minus the norm integral. This family is fixed by its values at $R$, as in an inward integration. Continued to $r=0$ with $V=0$, it satisfies $P(0,E)=0$ only when $\tan kR=kR$, so it is generally not the regular solution used inside an atomic sphere.
